# Mulliken populations: sum rules and the split into net and overlap populations

## Definitions and conventions

A calculation uses finitely many real basis functions $\chi_\mu$, with overlap matrix $S_{\mu\nu} = \int \chi_\mu \chi_\nu \, d^3r$, and a real density matrix $P$ that gives the electron density as $\rho = \sum_{\mu\nu} P_{\mu\nu}\chi_\mu\chi_\nu$. Integrating over space gives the electron number $N_e = \sum_{\mu\nu} P_{\mu\nu}S_{\mu\nu}$, which equals $\operatorname{tr}(PS)$ because $S$ is symmetric. Each basis function $\mu$ is assigned to one atom $a(\mu)$, and $\mu \in A$ means $a(\mu) = A$. Atom $A$ has nuclear charge $Z_A$, in units of the elementary charge. The quantities are:

- the gross population $N_A = \sum_{\mu\in A} (PS)_{\mu\mu}$;
- the pair block $B_{AB} = \sum_{\mu\in A}\sum_{\nu\in B} P_{\mu\nu}S_{\mu\nu}$, with an elementwise product;
- the net population $n_A = B_{AA}$;
- the overlap population $n_{AB} = B_{AB} + B_{BA}$, which counts both orderings of the pair;
- the charge $q_A = Z_A - N_A$.

The overlap population so defined contains the factor 2 of the usual formula. Output that lists $B_{AB}$ alone is smaller by that factor. On the diagonal the definition gives $n_{AA} = 2n_A$, so sums over partner atoms run over $B \ne A$.

## The identities

For symmetric $P$ and $S$,

$$\sum_A N_A = \operatorname{tr}(PS), \qquad (1)$$

$$N_A = n_A + \tfrac12 \sum_{B\ne A} n_{AB} \quad\text{for every atom } A, \qquad (2)$$

$$\sum_A q_A = \sum_A Z_A - \operatorname{tr}(PS), \qquad (3)$$

$$\operatorname{tr}(PS) = \sum_A n_A + \tfrac12 \sum_A \sum_{B\ne A} n_{AB}. \qquad (4)$$

The double sum in (4) runs over ordered pairs, so each unordered pair of atoms occurs twice. If $S$ is symmetric and $S_{\mu\nu} = 0$ whenever $\mu \in A$ and $\nu \notin A$, then $N_A = n_A$. A gross population can be negative, and a two-function example below shows this for a normalised orbital.

## Where a code relies on them

In an electronic-structure code with a finite, real, atom-centred basis, (3) makes the printed Mulliken charges add up to the total charge of the molecule, provided $\operatorname{tr}(PS) = N_e$; self-consistent-charge tight-binding schemes that feed these charges back into the Hamiltonian depend on the same conservation. Identity (2) makes a table of net and overlap populations consistent with the list of gross populations. The intermediate result $N_A = \sum_B B_{AB}$ allows $N_A$ to be accumulated from elementwise products $P_{\mu\nu}S_{\mu\nu}$ over the non-zero entries of $S$, without forming $PS$.

As consistency checks the identities test different things. Identity (1) holds for arbitrary matrices, so agreement of $\sum_A N_A$ with $\operatorname{tr}(PS)$ tests only the bookkeeping that counts every function on one atom. Comparing $\sum_A q_A$ with the known total charge tests the normalisation $\operatorname{tr}(PS) = N_e$. Identity (2) is sensitive to the symmetry of the stored matrices and to the factor convention for $n_{AB}$. An assertion $N_A \ge 0$ is not valid.

## Derivation

Step 1, the sum rule. The sets $\{\mu : a(\mu) = A\}$ are disjoint and cover all basis functions, so

$$\sum_A N_A = \sum_A \sum_{\mu\in A} (PS)_{\mu\mu} = \sum_\mu (PS)_{\mu\mu} = \operatorname{tr}(PS).$$

No property of $P$ or $S$ enters.

Step 2, gross population from blocks. Expand the product, use $S_{\nu\mu} = S_{\mu\nu}$, and group $\nu$ by atoms:

$$N_A = \sum_{\mu\in A}\sum_\nu P_{\mu\nu}S_{\nu\mu} = \sum_{\mu\in A}\sum_\nu P_{\mu\nu}S_{\mu\nu} = \sum_B \sum_{\mu\in A}\sum_{\nu\in B} P_{\mu\nu}S_{\mu\nu} = \sum_B B_{AB}.$$

Step 3, symmetry of the blocks. Write $B_{BA}$ with $\nu$ on $B$ and $\mu$ on $A$, exchange the two sums, and use both symmetries:

$$B_{BA} = \sum_{\nu\in B}\sum_{\mu\in A} P_{\nu\mu}S_{\nu\mu} = \sum_{\mu\in A}\sum_{\nu\in B} P_{\mu\nu}S_{\mu\nu} = B_{AB}.$$

Hence $n_{AB} = 2B_{AB}$.

Step 4, identities (2) to (4). Separate the term $B = A$ in step 2 and insert $B_{AB} = n_{AB}/2$:

$$N_A = B_{AA} + \sum_{B\ne A} B_{AB} = n_A + \tfrac12\sum_{B\ne A} n_{AB}.$$

For the charges, $\sum_A q_A = \sum_A Z_A - \sum_A N_A$, and step 1 gives (3). Summing (2) over $A$ and using (1) on the left gives (4).

Step 5, no overlap with other atoms. If $S_{\mu\nu} = 0$ for $\mu\in A$, $\nu\notin A$, every term of $B_{AB}$ with $B \ne A$ vanishes, and step 2 leaves $N_A = B_{AA} = n_A$. Only $S$ has to be symmetric.

Step 6, a negative gross population. Take two atoms 0 and 1 with one normalised function each and overlap $0 < s < 1$, so that $S = \begin{pmatrix}1 & s\\ s & 1\end{pmatrix}$. The orbital with unnormalised coefficients $c = (-s/2,\,1)$ has

$$c^{T}Sc = \frac{s^2}{4} - s^2 + 1 = 1 - \frac{3s^2}{4} > 0 .$$

With $k = (1 - 3s^2/4)^{-1}$ the normalised coefficients are $\sqrt{k}\,(-s/2,\,1)$, and one electron in this orbital has

$$P = k\,cc^{T} = k\begin{pmatrix} s^2/4 & -s/2\\ -s/2 & 1\end{pmatrix}.$$

The diagonal of the product is

$$(PS)_{00} = k\left(\frac{s^2}{4} - \frac{s^2}{2}\right) = -\frac{ks^2}{4}, \qquad (PS)_{11} = k\left(1 - \frac{s^2}{2}\right).$$

The trace is $k(1 - 3s^2/4) = 1$ and $N_0 = -ks^2/4 < 0$. In terms of (2), the net population $n_0 = ks^2/4$ is outweighed by half of the overlap population $n_{01} = -ks^2$. At $s = 1/2$ the normalised coefficients are $(-1,\,4)/\sqrt{13}$, with $N_0 = -1/13$ and $N_1 = 14/13$.

## The Lean file

```lean
import Mathlib

open Matrix Finset

namespace MullikenPopulation

noncomputable section

variable {ι α : Type*} [Fintype ι] [DecidableEq α]

/-- Gross Mulliken population of atom `A`: the sum of the diagonal elements `(PS)_{μμ}`
over the basis functions `μ` assigned to `A`. -/
def gross (atom : ι → α) (P S : Matrix ι ι ℝ) (A : α) : ℝ :=
  ∑ μ ∈ univ.filter (fun μ => atom μ = A), (P * S) μ μ

/-- Pair block: the sum of `P_{μν} S_{μν}` over `μ` on atom `A` and `ν` on atom `B`. -/
def block (atom : ι → α) (P S : Matrix ι ι ℝ) (A B : α) : ℝ :=
  ∑ μ ∈ univ.filter (fun μ => atom μ = A),
    ∑ ν ∈ univ.filter (fun ν => atom ν = B), P μ ν * S μ ν

/-- Net population of atom `A`: the terms `P_{μν} S_{μν}` with both functions on `A`. -/
def net (atom : ι → α) (P S : Matrix ι ι ℝ) (A : α) : ℝ :=
  block atom P S A A

/-- Overlap population between atoms `A` and `B`: the terms `P_{μν} S_{μν}` with one function
on each atom, in both orders. -/
def overlapPop (atom : ι → α) (P S : Matrix ι ι ℝ) (A B : α) : ℝ :=
  block atom P S A B + block atom P S B A

/-- Mulliken charge of atom `A`: nuclear charge minus gross population. -/
def charge (atom : ι → α) (Z : α → ℝ) (P S : Matrix ι ι ℝ) (A : α) : ℝ :=
  Z A - gross atom P S A

/-- The gross populations of all atoms add up to `tr(PS)`, for any `P` and `S`. -/
theorem sum_gross [Fintype α] (atom : ι → α) (P S : Matrix ι ι ℝ) :
    ∑ A, gross atom P S A = (P * S).trace := by
  -- every basis function belongs to exactly one atom
  unfold gross
  exact Finset.sum_fiberwise univ atom (fun μ => (P * S) μ μ)

/-- For symmetric `S` the gross population of `A` is the sum of its pair blocks with
all atoms. -/
theorem gross_eq_sum_block [Fintype α] (atom : ι → α) {P S : Matrix ι ι ℝ}
    (hS : S.IsSymm) (A : α) :
    gross atom P S A = ∑ B, block atom P S A B := by
  unfold gross block
  rw [Finset.sum_comm]
  refine Finset.sum_congr rfl fun μ _ => ?_
  -- regroup the sum over ν by atoms, then use S_{νμ} = S_{μν}
  rw [Finset.sum_fiberwise univ atom (fun ν => P μ ν * S μ ν), Matrix.mul_apply]
  refine Finset.sum_congr rfl fun ν _ => ?_
  rw [hS.apply μ ν]

/-- For symmetric `P` and `S` the overlap population of `A` and `B` is twice the sum of
`P_{μν} S_{μν}` over `μ` on `A` and `ν` on `B`. -/
theorem overlapPop_eq_two_mul (atom : ι → α) {P S : Matrix ι ι ℝ}
    (hP : P.IsSymm) (hS : S.IsSymm) (A B : α) :
    overlapPop atom P S A B = 2 * block atom P S A B := by
  have h : block atom P S B A = block atom P S A B := by
    unfold block
    rw [Finset.sum_comm]
    refine Finset.sum_congr rfl fun μ _ => Finset.sum_congr rfl fun ν _ => ?_
    rw [hP.apply μ ν, hS.apply μ ν]
  unfold overlapPop
  rw [h]
  ring

/-- Mulliken population analysis for symmetric `P` and `S`: the gross populations sum to
`tr(PS)`, each is the net population plus half of the overlap populations with the other
atoms, and the charges sum to the total nuclear charge minus `tr(PS)`. -/
theorem mulliken_analysis [Fintype α] (atom : ι → α) (Z : α → ℝ) {P S : Matrix ι ι ℝ}
    (hP : P.IsSymm) (hS : S.IsSymm) :
    (∑ A, gross atom P S A = (P * S).trace) ∧
    (∀ A, gross atom P S A
      = net atom P S A + (1 / 2) * ∑ B ∈ univ.erase A, overlapPop atom P S A B) ∧
    (∑ A, charge atom Z P S A = ∑ A, Z A - (P * S).trace) := by
  refine ⟨sum_gross atom P S, fun A => ?_, ?_⟩
  · -- split off the diagonal block; each other block is half an overlap population
    have h1 : ∑ B ∈ univ.erase A, overlapPop atom P S A B
        = 2 * ∑ B ∈ univ.erase A, block atom P S A B := by
      rw [Finset.mul_sum]
      exact Finset.sum_congr rfl fun B _ => overlapPop_eq_two_mul atom hP hS A B
    have h2 := Finset.add_sum_erase univ (fun B => block atom P S A B) (Finset.mem_univ A)
    rw [gross_eq_sum_block atom hS A, h1, ← h2]
    unfold net
    ring
  · unfold charge
    rw [Finset.sum_sub_distrib, sum_gross]

/-- For symmetric `P` and `S`, `tr(PS)` is the sum of all net populations plus half the sum
of the overlap populations over ordered pairs of distinct atoms. -/
theorem trace_eq_net_add_overlap [Fintype α] (atom : ι → α) {P S : Matrix ι ι ℝ}
    (hP : P.IsSymm) (hS : S.IsSymm) :
    (P * S).trace = ∑ A, net atom P S A
      + (1 / 2) * ∑ A, ∑ B ∈ univ.erase A, overlapPop atom P S A B := by
  obtain ⟨h1, h2, -⟩ := mulliken_analysis atom (fun _ => 0) hP hS
  rw [← h1, Finset.mul_sum, ← Finset.sum_add_distrib]
  exact Finset.sum_congr rfl fun A _ => h2 A

/-- If `S` is symmetric and the functions on atom `A` have zero overlap with all functions
on other atoms, the gross population of `A` equals its net population. -/
theorem gross_eq_net_of_no_overlap [Fintype α] (atom : ι → α) {P S : Matrix ι ι ℝ}
    (hS : S.IsSymm) (A : α)
    (h0 : ∀ μ ν, atom μ = A → atom ν ≠ A → S μ ν = 0) :
    gross atom P S A = net atom P S A := by
  rw [gross_eq_sum_block atom hS A]
  unfold net
  refine Finset.sum_eq_single A (fun B _ hB => ?_) (fun h => absurd (Finset.mem_univ A) h)
  unfold block
  refine Finset.sum_eq_zero fun μ hμ => Finset.sum_eq_zero fun ν hν => ?_
  have hμ' : atom μ = A := (Finset.mem_filter.mp hμ).2
  have hν' : atom ν = B := (Finset.mem_filter.mp hν).2
  rw [h0 μ ν hμ' (by rw [hν']; exact hB), mul_zero]

/-- Overlap matrix of two normalised basis functions with overlap integral `s`. -/
def pairS (s : ℝ) : Matrix (Fin 2) (Fin 2) ℝ := !![1, s; s, 1]

/-- Density matrix `c cᵀ / (cᵀ S c)` of the orbital with coefficients `c = (-s/2, 1)`
in the basis with overlap matrix `pairS s`. -/
def pairP (s : ℝ) : Matrix (Fin 2) (Fin 2) ℝ :=
  (![-s / 2, 1] ⬝ᵥ pairS s *ᵥ ![-s / 2, 1])⁻¹ • vecMulVec ![-s / 2, 1] ![-s / 2, 1]

/-- For two atoms with one function each and overlap `0 < s < 1`, the matrices `pairP s` and
`pairS s` are symmetric with `tr(PS) = 1`, and the gross population of the first atom is
negative. -/
theorem negative_gross_witness {s : ℝ} (h0 : 0 < s) (h1 : s < 1) :
    (pairP s).IsSymm ∧ (pairS s).IsSymm ∧ (pairP s * pairS s).trace = 1 ∧
      gross (id : Fin 2 → Fin 2) (pairP s) (pairS s) 0 < 0 := by
  -- the norm of the orbital is 1 - 3 s² / 4 > 0
  have hn : ![-s / 2, 1] ⬝ᵥ pairS s *ᵥ ![-s / 2, 1] = 1 - 3 * s ^ 2 / 4 := by
    simp [pairS, dotProduct, Matrix.mulVec, Fin.sum_univ_succ]
    ring
  have hd : 0 < 1 - 3 * s ^ 2 / 4 := by nlinarith
  obtain ⟨k, hk⟩ : ∃ k, k = (1 - 3 * s ^ 2 / 4)⁻¹ := ⟨_, rfl⟩
  have hk0 : 0 < k := by rw [hk]; exact inv_pos.mpr hd
  have hk1 : k * (1 - 3 * s ^ 2 / 4) = 1 := by rw [hk]; exact inv_mul_cancel₀ hd.ne'
  have hP : pairP s = !![k * (s ^ 2 / 4), -(k * (s / 2)); -(k * (s / 2)), k] := by
    unfold pairP
    rw [hn, ← hk]
    ext i j
    fin_cases i <;> fin_cases j <;>
      simp only [Matrix.smul_apply, vecMulVec_apply, smul_eq_mul] <;>
      simp <;> first | ring1 | (left; ring1)
  have e0 : (pairP s * pairS s) 0 0 = -(k * s ^ 2 / 4) := by
    rw [hP]
    simp [pairS, Matrix.mul_apply, Fin.sum_univ_succ]
    ring
  have e1 : (pairP s * pairS s) 1 1 = k * (1 - s ^ 2 / 2) := by
    rw [hP]
    simp [pairS, Matrix.mul_apply, Fin.sum_univ_succ]
    ring
  refine ⟨?_, ?_, ?_, ?_⟩
  · rw [hP]
    ext i j
    fin_cases i <;> fin_cases j <;> simp
  · ext i j
    fin_cases i <;> fin_cases j <;> simp [pairS]
  · rw [Matrix.trace_fin_two, e0, e1]
    linear_combination hk1
  · have hf : (univ.filter fun μ : Fin 2 => id μ = 0) = {0} := by decide
    have hpos : 0 < k * s ^ 2 / 4 := by positivity
    unfold gross
    rw [hf, Finset.sum_singleton, e0]
    linarith

end

end MullikenPopulation
```

```lean
#print axioms MullikenPopulation.trace_eq_net_add_overlap
#print axioms MullikenPopulation.gross_eq_net_of_no_overlap
```

```
'MullikenPopulation.trace_eq_net_add_overlap' depends on axioms: [propext, Classical.choice, Quot.sound]
'MullikenPopulation.gross_eq_net_of_no_overlap' depends on axioms: [propext, Classical.choice, Quot.sound]
```

## Reading the statements

The type `ι` indexes the basis functions and `α` the atoms. The assignment $a$ is the function `atom : ι → α`, and because it is a function, every basis function belongs to exactly one atom; an atom may receive none. The set $\mu\in A$ is `univ.filter (fun μ => atom μ = A)`. The definitions `gross`, `block`, `net`, `overlapPop` and `charge` are $N_A$, $B_{AB}$, $n_A$, $n_{AB}$ and $q_A$. The matrices have type `Matrix ι ι ℝ`, the hypotheses `P.IsSymm` and `S.IsSymm` state $P^T = P$ and $S^T = S$, and `Z : α → ℝ` is an arbitrary real function, so valence charges of a pseudopotential calculation are allowed as well.

`mulliken_analysis` is the conjunction of (1), (2) and (3). The range $B \ne A$ is `univ.erase A`, and `∑ A, Z A - (P * S).trace` subtracts the trace once, from the completed sum. `trace_eq_net_add_overlap` is (4). `sum_gross` states (1) with no symmetry hypothesis, `gross_eq_sum_block` and `gross_eq_net_of_no_overlap` assume only `hS`, and `overlapPop_eq_two_mul` assumes both `hP` and `hS`.

In `negative_gross_witness` both index types are `Fin 2` and the assignment is `id`, so function 0 sits on atom 0 and function 1 on atom 1. `pairS s` and `pairP s` are the matrices of step 6, the latter written as $(c^TSc)^{-1}cc^T$ with the unnormalised vector `![-s / 2, 1]`. The theorem states that both matrices are symmetric, that the trace is 1 and that $N_0 < 0$. The value $-ks^2/4$ occurs in the proof, while the statement gives the sign.

## How the proofs follow the derivation

`sum_gross` is step 1 in one application of `Finset.sum_fiberwise`, which turns a sum over atoms of sums over the functions on each atom into a sum over all functions. `gross_eq_sum_block` runs step 2 from both ends: `Finset.sum_comm` moves the sum over $B$ inside the sum over $\mu$, `Finset.sum_fiberwise` collapses the sums over $B$ and $\nu\in B$ into one sum over $\nu$, `Matrix.mul_apply` expands $(PS)_{\mu\mu}$, and `hS.apply μ ν` replaces $S_{\nu\mu}$ by $S_{\mu\nu}$. In `overlapPop_eq_two_mul`, `h` is $B_{BA} = B_{AB}$, obtained by exchanging the sums and applying both symmetries term by term as in step 3.

In `mulliken_analysis` the first part is `sum_gross`. For the second, `h1` sums step 3 over $B\ne A$, `h2` separates $B_{AA}$ by `Finset.add_sum_erase`, and `ring` cancels $\tfrac12\cdot 2$. The third uses `Finset.sum_sub_distrib` and `sum_gross`. `trace_eq_net_add_overlap` calls the main theorem with $Z = 0$, since the charges play no role, and adds (2) over the atoms. `gross_eq_net_of_no_overlap` reduces $\sum_B B_{AB}$ to the term $B = A$ with `Finset.sum_eq_single`, where `h0` makes every other term zero.

For step 6, `hn` evaluates $c^TSc$, `hd` shows it positive, and `hk1` is $k(1 - 3s^2/4) = 1$. Then `hP` is the explicit form of $P$, and `e0` and `e1` are the two diagonal entries of $PS$. The trace follows from `hk1` by `linear_combination`, and `hf` identifies function 0 as the only function on atom 0, so that $N_0$ is the entry in `e0`.

## Non-symmetric matrices and small cases

The matrices and limits that follow are worked out on paper, with no theorem of their own in the file. Each uses two atoms with one function each unless stated otherwise.

Let $S$ be as in step 6 and let $P$ have the single non-zero entry $P_{01} = 1$, the form of a transition density matrix between function 0 and function 1. Then $N_0 = P_{01}S_{10} = s$, $n_0 = 0$ and $n_{01} = s$, so the right side of (2) is $s/2$ and (2) fails for $s \neq 0$. Identity (1) survives, with $N_1 = 0$ and $\operatorname{tr}(PS) = s$.

Now let all four entries of $P$ equal a number $p \neq 0$, and let the stored overlap matrix hold only its upper triangle, $S_{00} = S_{11} = 1$, $S_{01} = s$, $S_{10} = 0$. Then $N_0 = p$ and $N_1 = p(1+s)$, while $n_0 + \tfrac12 n_{01} = p + ps/2$. Again (2) fails and (1) holds, with a trace of $p(2+s)$ in place of the $p(2+2s)$ of the full matrix.

With a single atom the sum over $B\ne A$ is empty, and the identities read $N_A = n_A = \operatorname{tr}(PS)$ and $q_A = Z_A - \operatorname{tr}(PS)$. An atom without basis functions has $N_A = n_A = 0$ and $q_A = Z_A$. In an orthonormal basis the condition of step 5 holds for every atom and $N_A = \sum_{\mu\in A} P_{\mu\mu}$. In the example of step 6, $N_0 \to 0$ as $s\to 0$, while $N_0 \to -1$ and $N_1 \to 2$ as $s \to 1$, where $S$ becomes singular.

## Scope of the guarantee

Identities (1) to (4) are exact relations between finite sums of real numbers. They hold for every symmetric $P$ and $S$ and every assignment of functions to atoms, and nothing is assumed about positive definiteness of $S$, normalisation of the basis functions, or the origin of $P$. The symmetry of both matrices is a hypothesis, and no integrals over space appear. For the same reason $\operatorname{tr}(PS)$ remains a trace: its equality with the electron number is a property of the density matrix that a code supplies, and only the two-function example evaluates it.

The factor $\tfrac12$ in (2) is a consequence of defining $N_A$ through the diagonal of $PS$. The theorem shows that this definition shares each overlap population equally between its two atoms, and it makes no statement that such a split is physically preferred. The theorems state no bound on $N_A$, and the example rules out the lower bound zero even for one electron in one normalised orbital. The dependence of the charges on the basis set is not treated, nor is their behaviour under rotation of the molecule.

Complex Hermitian matrices, as at a general $k$-point of a periodic calculation, lie outside the types used, and Löwdin populations, built from $S^{1/2}PS^{1/2}$, are not defined in the file. Spin does not appear: $P$ may be read as the total density matrix or as that of one spin component, each time as a single real symmetric matrix, but $q_A$ is the charge of the atom only when $P$ is the total density matrix. Rounding is not modelled, so the tolerance of a numerical check on (1) to (4) has to be chosen separately.
